# Sampling a smooth, periodic one-dimensional band on a uniform mesh over one period overestimates its minimum by at most Mh²/8, for spacing h and curvature bound M

The 'edge_error' theorem concerns a single one-dimensional band, given as a twice continuously differentiable real function `f` with period `N * h`, where `N` and `h` are positive. If the second derivative is at most `M` in absolute value and `f` attains its global minimum at `x₀`, then for any mesh offset `k₀` at least one of the `N` mesh points has energy no more than `M * h ^ 2 / 8` above that minimum. The proof picks a mesh point within `h / 2` of `x₀`, up to a whole number of periods. It then combines periodicity with the bound that the band rises from its minimum by at most `M / 2` times the squared displacement.

As first written in Lean, the proof fails:

```lean
import Mathlib

open Set

namespace EdgeError

noncomputable section

/-- The `j`-th point of the uniform mesh with offset `k₀` and spacing `h`. -/
def meshPoint (k₀ h : ℝ) (j : ℕ) : ℝ := k₀ + j * h

/-- A twice continuously differentiable band with curvature at most `M` in absolute value
rises at most quadratically, with coefficient `M / 2`, from its minimum. -/
theorem le_quadratic {f : ℝ → ℝ} {M x₀ : ℝ} (hf : ContDiff ℝ 2 f)
    (hM : ∀ k, |deriv (deriv f) k| ≤ M) (h0 : ∀ k, f x₀ ≤ f k) (k : ℝ) :
    f k ≤ f x₀ + M / 2 * (k - x₀) ^ 2 := by
  have h2 : ContDiff ℝ (1 + 1) f := by rw [one_add_one_eq_two]; exact hf
  have d1 : Differentiable ℝ f := (contDiff_succ_iff_deriv.1 h2).1
  have d2 : Differentiable ℝ (deriv f) :=
    (contDiff_succ_iff_deriv.1 h2).2.2.differentiable (by simp)
  have hmin : IsLocalMin f x₀ := Filter.Eventually.of_forall h0
  -- the slope vanishes at the minimum and grows at most linearly
  have slope : ∀ y, |deriv f y| ≤ M * |y - x₀| := by
    intro y
    have := Convex.norm_image_sub_le_of_norm_deriv_le (f := deriv f) (s := Set.univ)
      (C := M) (x := x₀) (y := y) (fun z _ => d2 z)
      (fun z _ => (Real.norm_eq_abs _).trans_le (hM z)) convex_univ trivial trivial
    rw [hmin.deriv_eq_zero, sub_zero, Real.norm_eq_abs, Real.norm_eq_abs] at this
    exact this
  obtain ⟨d, rfl⟩ : ∃ d, k = x₀ + d := ⟨k - x₀, by ring⟩
  have hG : ∀ t : ℝ, HasDerivAt (fun t => f (x₀ + t * d) - M / 2 * d ^ 2 * (t * t))
      (deriv f (x₀ + t * d) * d - M * d ^ 2 * t) t := by
    intro t
    have h1 : HasDerivAt (fun t : ℝ => x₀ + t * d) d t := by
      simpa using ((hasDerivAt_id' t).mul_const d).const_add x₀
    have h3 : HasDerivAt (fun t : ℝ => M / 2 * d ^ 2 * (t * t)) (M * d ^ 2 * t) t :=
      (((hasDerivAt_id' t).fun_mul (hasDerivAt_id' t)).const_mul (M / 2 * d ^ 2)).congr_deriv
        (by ring)
    exact ((d1 (x₀ + t * d)).hasDerivAt.comp t h1).fun_sub h3
  -- band minus parabola decreases along the segment from the minimum
  have anti := antitoneOn_of_deriv_nonpos (convex_Icc (0 : ℝ) 1)
    (fun t _ => (hG t).continuousAt.continuousWithinAt)
    (fun t _ => (hG t).differentiableAt.differentiableWithinAt)
    (fun t ht => by
      rw [interior_Icc] at ht
      rw [(hG t).deriv]
      have s := slope (x₀ + t * d)
      rw [add_sub_cancel_left, abs_mul, abs_of_pos ht.1] at s
      have s2 := mul_le_mul_of_nonneg_right s (abs_nonneg d)
      have s3 := le_abs_self (deriv f (x₀ + t * d) * d)
      rw [abs_mul] at s3
      have s4 : M * (t * |d|) * |d| = M * d ^ 2 * t := by rw [← sq_abs d]; ring
      linarith)
  have fin := anti (Set.left_mem_Icc.2 zero_le_one) (Set.right_mem_Icc.2 zero_le_one)
    zero_le_one
  simp only [one_mul, zero_mul, add_zero, mul_zero, sub_zero, mul_one] at fin
  rw [add_sub_cancel_left]
  linarith

/-- For `N > 0` and `h > 0`, every crystal momentum lies within half a spacing of a mesh point, up
to a whole number of periods `N * h`. -/
theorem exists_near_meshPoint {N : ℕ} (hN : 0 < N) {h : ℝ} (hh : 0 < h) (k₀ x : ℝ) :
    ∃ j : Fin N, ∃ q : ℤ, |x - (meshPoint k₀ h j + q * (N * h))| ≤ h / 2 := by
  obtain ⟨t, ht⟩ : ∃ t, t * h = x - k₀ := ⟨(x - k₀) / h, div_mul_cancel₀ _ hh.ne'⟩
  have hN' : (0 : ℤ) < N := by exact_mod_cast hN
  -- round to the nearest mesh index and fold it back into one period
  obtain ⟨j, hj⟩ := Int.eq_ofNat_of_zero_le (Int.emod_nonneg (round t) hN'.ne')
  have hlt := Int.emod_lt_of_pos (round t) hN'
  rw [hj] at hlt
  obtain ⟨q, hq⟩ : ∃ q : ℤ, round t = j + N * q :=
    ⟨round t / N, by have := Int.emod_def (round t) N; linarith⟩
  have hr : (round t : ℝ) = j + N * q := by exact_mod_cast hq
  refine ⟨⟨j, by exact_mod_cast hlt⟩, q, ?_⟩
  have e : x - (k₀ + j * h + q * (N * h)) = h * (t - round t) := by
    linear_combination h * hr - ht
  change |x - (k₀ + j * h + q * (N * h))| ≤ h / 2
  rw [e, abs_mul, abs_of_pos hh]
  have := mul_le_mul_of_nonneg_left (abs_sub_round t) hh.le
  linarith

/-- For a twice continuously differentiable band of period `N * h > 0` with curvature at most `M` in
absolute value, some mesh point lies at most `M h² / 8` above the band minimum. -/
theorem edge_error {f : ℝ → ℝ} {M h x₀ : ℝ} {N : ℕ} (hN : 0 < N) (hh : 0 < h)
    (hf : ContDiff ℝ 2 f) (hp : Function.Periodic f (N * h))
    (hM : ∀ k, |deriv (deriv f) k| ≤ M) (h0 : ∀ k, f x₀ ≤ f k) (k₀ : ℝ) :
    ∃ j : Fin N, f (meshPoint k₀ h j) ≤ f x₀ + M * h ^ 2 / 8 := by
  obtain ⟨j, q, hq⟩ := exists_near_meshPoint hN hh k₀ x₀
  refine ⟨j, ?_⟩
  have t := le_quadratic hf hM h0 (meshPoint k₀ h j + q * (N * h))
  have e : f (meshPoint k₀ h j + q * (N * h)) = f (meshPoint k₀ h j) := hp.int_mul q _
  rw [e] at t
  obtain ⟨b1, b2⟩ := abs_le.1 hq
  have sq : (meshPoint k₀ h j + q * (N * h) - x₀) ^ 2 ≤ (h / 2) ^ 2 :=
    sq_le_sq' (by linarith) (by linarith)
  have M0 : 0 ≤ M := (abs_nonneg _).trans (hM 0)
  have := mul_le_mul_of_nonneg_left sq (half_pos one_pos |>.le.trans' le_rfl |> fun _ =>
    div_nonneg M0 zero_le_two)
  linarith

end

end EdgeError
```

Lean reports:

```
Main.lean:96:70: error: typeclass instance problem is stuck
  Preorder ?m.378

Note: Lean will not try to resolve this typeclass instance problem because the type argument to `Preorder` is a metavariable. This argument must be fully determined before Lean will try to resolve the typeclass.

Hint: Adding type annotations and supplying implicit arguments to functions can give Lean more information for typeclass resolution. For example, if you have a variable `x` that you intend to be a `Nat`, but Lean reports it as having an unresolved type like `?m`, replacing `x` with `(x : Nat)` can get typeclass resolution un-stuck.
```

What went wrong. The error points at `le_rfl`, inside the argument that should show `M / 2` to be nonnegative. That argument begins with a detour: `half_pos one_pos` says that half of one is positive, but not in which type. The resulting inequality is piped into `fun _ => ...`, which ignores it, so nothing there ties its type to the real numbers. `le_rfl` needs a `Preorder` on that type, and Lean will not search for the instance while the type is still a metavariable, shown as `?m.378`.

The repair removes the detour and states `M2 : 0 ≤ M / 2` outright, where `M` is already known to be real. `linarith` proves it from `M0`, and `mul_le_mul_of_nonneg_left` then takes `M2` directly. Replacing `div_nonneg M0 zero_le_two` with `linarith` is incidental, since that term already expressed the needed fact; what cures the error is dropping the unused inequality before it.

Lean accepts the file once it reads:

```diff
@@ -94,6 +94,6 @@
     sq_le_sq' (by linarith) (by linarith)
   have M0 : 0 ≤ M := (abs_nonneg _).trans (hM 0)
-  have := mul_le_mul_of_nonneg_left sq (half_pos one_pos |>.le.trans' le_rfl |> fun _ =>
-    div_nonneg M0 zero_le_two)
+  have M2 : 0 ≤ M / 2 := by linarith
+  have := mul_le_mul_of_nonneg_left sq M2
   linarith
 
```
